# The overlap of two equal muffin-tin balls: its volume, and the value −1 of the naive interstitial function there

When two muffin-tin spheres overlap, a function that marks the interstitial region as one minus the sum of the sphere indicators subtracts the overlap twice, so it is −1 there instead of 0. For two balls of equal radius, the following file identifies the region where this happens and computes its volume.

```lean
import Mathlib

open MeasureTheory
open scoped Real

namespace MuffinTinOverlap

noncomputable section

variable {R d x : ℝ}

/-- The closed ball of squared radius `R ^ 2` centred at `c` on the axis. A point of space is
`(x, w)`, with axial coordinate `x` and transverse coordinates `w = y + i z`. -/
def muffinTin (R c : ℝ) : Set (ℝ × ℂ) := {p | (p.1 - c) ^ 2 + ‖p.2‖ ^ 2 ≤ R ^ 2}

/-- The lens: the points common to the two muffin tins centred at `-d/2` and `d/2`. -/
def lens (R d : ℝ) : Set (ℝ × ℂ) := muffinTin R (-(d / 2)) ∩ muffinTin R (d / 2)

/-- The cross-section of the lens in the plane perpendicular to the axis at `x`. -/
def slice (R d x : ℝ) : Set ℂ := {w | (x, w) ∈ lens R d}

/-- The naive interstitial function `1 - χ₁ - χ₂` of the two muffin tins. -/
def interstitial (R d : ℝ) (p : ℝ × ℂ) : ℝ :=
  1 - (muffinTin R (-(d / 2))).indicator (fun _ => (1 : ℝ)) p
    - (muffinTin R (d / 2)).indicator (fun _ => (1 : ℝ)) p

/-- For `d ≥ 0`, a point lies in the lens exactly when its distance from the farther centre
is at most the radius, written here with squares. -/
theorem mem_lens_iff (hd : 0 ≤ d) (p : ℝ × ℂ) :
    p ∈ lens R d ↔ (|p.1| + d / 2) ^ 2 + ‖p.2‖ ^ 2 ≤ R ^ 2 := by
  change ((p.1 - -(d / 2)) ^ 2 + ‖p.2‖ ^ 2 ≤ R ^ 2 ∧
    (p.1 - d / 2) ^ 2 + ‖p.2‖ ^ 2 ≤ R ^ 2) ↔ _
  -- the farther centre is the one on the other side of the mid-plane
  rcases le_total 0 p.1 with h | h
  · rw [abs_of_nonneg h]
    have hm := mul_nonneg h hd
    constructor
    · rintro ⟨h1, _⟩
      nlinarith
    · intro h1
      constructor <;> nlinarith
  · rw [abs_of_nonpos h]
    have hm := mul_nonneg (neg_nonneg.mpr h) hd
    constructor
    · rintro ⟨_, h2⟩
      nlinarith
    · intro h1
      constructor <;> nlinarith

/-- For `R, d ≥ 0`, every point of the lens has axial coordinate at most `R - d/2` in
absolute value. -/
theorem abs_le_of_mem_lens (hR : 0 ≤ R) (hd : 0 ≤ d) {p : ℝ × ℂ} (hp : p ∈ lens R d) :
    |p.1| ≤ R - d / 2 := by
  rw [mem_lens_iff hd] at hp
  by_contra hc
  have hlt : R < |p.1| + d / 2 := by linarith [not_le.mp hc]
  nlinarith [sq_nonneg ‖p.2‖, mul_nonneg hR (sub_nonneg.mpr hlt.le)]

/-- For `d ≥ 0` and `|x| ≤ R - d/2`, the cross-section of the lens at `x` is a disc about the
axis whose squared radius `R² - (|x| + d/2)²` is nonnegative. -/
theorem slice_eq_disc (hd : 0 ≤ d) (hx : |x| ≤ R - d / 2) :
    0 ≤ R ^ 2 - (|x| + d / 2) ^ 2 ∧
    slice R d x = Metric.closedBall 0 (Real.sqrt (R ^ 2 - (|x| + d / 2) ^ 2)) := by
  have h0 : 0 ≤ R ^ 2 - (|x| + d / 2) ^ 2 := by
    have ht : 0 ≤ |x| + d / 2 := by positivity
    have hle : |x| + d / 2 ≤ R := by linarith
    exact sub_nonneg.mpr (pow_le_pow_left₀ ht hle 2)
  refine ⟨h0, ?_⟩
  ext w
  change (x, w) ∈ lens R d ↔ _
  rw [mem_lens_iff hd, mem_closedBall_zero_iff,
    ← sq_le_sq₀ (norm_nonneg w) (Real.sqrt_nonneg _), Real.sq_sqrt h0]
  dsimp only
  constructor <;> intro h <;> linarith

/-- For `d ≥ 0` and `|x| ≤ R - d/2`, the cross-section of the lens at `x` has area
`π (R² - (|x| + d/2)²)`. -/
theorem slice_area (hd : 0 ≤ d) (hx : |x| ≤ R - d / 2) :
    volume (slice R d x) = ENNReal.ofReal (π * (R ^ 2 - (|x| + d / 2) ^ 2)) := by
  obtain ⟨h0, hs⟩ := slice_eq_disc hd hx
  have hpi : (NNReal.pi : ENNReal) = ENNReal.ofReal π := by
    rw [← NNReal.coe_real_pi, ENNReal.ofReal_coe_nnreal]
  rw [hs, Complex.volume_closedBall, ← ENNReal.ofReal_pow (Real.sqrt_nonneg _),
    Real.sq_sqrt h0, hpi, ENNReal.ofReal_mul Real.pi_pos.le]
  exact mul_comm _ _

/-- For `d ≤ 2R`, the integral of `π (R² - (|x| + d/2)²)` over `x` from `-(R - d/2)` to `R - d/2` is
`π (4R + d) (2R - d)² / 12`. -/
theorem slice_integral (h : d ≤ 2 * R) :
    ∫ x in (-(R - d / 2))..(R - d / 2), π * (R ^ 2 - (|x| + d / 2) ^ 2) =
      π * (4 * R + d) * (2 * R - d) ^ 2 / 12 := by
  have ha : 0 ≤ R - d / 2 := by linarith
  have hi : ∀ u v : ℝ, IntervalIntegrable
      (fun x : ℝ => π * (R ^ 2 - (|x| + d / 2) ^ 2)) volume u v :=
    fun u v => Continuous.intervalIntegrable (by fun_prop) u v
  -- the integrand is even, so the two halves of the interval contribute equally
  have hneg := intervalIntegral.integral_comp_neg (a := 0) (b := R - d / 2)
    (f := fun x : ℝ => π * (R ^ 2 - (|x| + d / 2) ^ 2))
  simp only [neg_zero, abs_neg] at hneg
  have hpos : ∫ x in (0 : ℝ)..(R - d / 2), π * (R ^ 2 - (|x| + d / 2) ^ 2) =
      ∫ x in (0 : ℝ)..(R - d / 2), π * (R ^ 2 - (x + d / 2) ^ 2) := by
    apply intervalIntegral.integral_congr
    intro x hx
    rw [Set.uIcc_of_le ha] at hx
    simp only [abs_of_nonneg hx.1]
  -- a cubic antiderivative on the right half
  have hF : ∀ x : ℝ, HasDerivAt (fun x : ℝ => π * (R ^ 2 * x - (x + d / 2) ^ 3 / 3))
      (π * (R ^ 2 - (x + d / 2) ^ 2)) x := by
    intro x
    have h1 := (hasDerivAt_id' x).const_mul (R ^ 2)
    have h2 := (((hasDerivAt_id' x).add_const (d / 2)).fun_pow 3).div_const 3
    refine ((h1.fun_sub h2).const_mul π).congr_deriv ?_
    change π * (R ^ 2 * 1 - ((3 : ℕ) : ℝ) * (x + d / 2) ^ 2 * 1 / 3) = _
    push_cast
    ring
  rw [← intervalIntegral.integral_add_adjacent_intervals (hi (-(R - d / 2)) 0)
    (hi 0 (R - d / 2)), ← hneg, hpos,
    intervalIntegral.integral_eq_sub_of_hasDerivAt (fun x _ => hF x)
      (Continuous.intervalIntegrable (by fun_prop) _ _)]
  ring

/-- For `0 ≤ d ≤ 2R`, the lens has volume `π (4R + d) (2R - d)² / 12`. -/
theorem lens_volume (hd : 0 ≤ d) (h : d ≤ 2 * R) :
    volume (lens R d) = ENNReal.ofReal (π * (4 * R + d) * (2 * R - d) ^ 2 / 12) := by
  have hR : 0 ≤ R := by linarith
  have hball : ∀ c : ℝ, MeasurableSet (muffinTin R c) := fun c =>
    (isClosed_le (by fun_prop) (by fun_prop)).measurableSet
  have hmeas : MeasurableSet (lens R d) := (hball _).inter (hball _)
  have hs : ∀ x : ℝ, volume (Prod.mk x ⁻¹' lens R d) =
      (Set.Icc (-(R - d / 2)) (R - d / 2)).indicator
        (fun x => ENNReal.ofReal (π * (R ^ 2 - (|x| + d / 2) ^ 2))) x := by
    intro x
    change volume (slice R d x) = _
    by_cases hx : |x| ≤ R - d / 2
    · rw [Set.indicator_of_mem (Set.mem_Icc.mpr (abs_le.mp hx)), slice_area hd hx]
    · have he : slice R d x = ∅ :=
        Set.eq_empty_iff_forall_notMem.mpr fun w hw => hx (abs_le_of_mem_lens hR hd hw)
      have hout : x ∉ Set.Icc (-(R - d / 2)) (R - d / 2) :=
        fun hm => hx (abs_le.mpr (Set.mem_Icc.mp hm))
      rw [Set.indicator_of_notMem hout, he, measure_empty]
  have hint : Integrable (fun x : ℝ => π * (R ^ 2 - (|x| + d / 2) ^ 2))
      (volume.restrict (Set.Icc (-(R - d / 2)) (R - d / 2))) :=
    Continuous.integrableOn_Icc (by fun_prop)
  have hnn : 0 ≤ᵐ[volume.restrict (Set.Icc (-(R - d / 2)) (R - d / 2))]
      (fun x : ℝ => π * (R ^ 2 - (|x| + d / 2) ^ 2)) :=
    (ae_restrict_iff' measurableSet_Icc).mpr (Filter.Eventually.of_forall fun x hx =>
      mul_nonneg Real.pi_pos.le (slice_eq_disc hd (abs_le.mpr hx)).1)
  -- Tonelli: the volume is the integral of the slice areas
  rw [Measure.volume_eq_prod, Measure.prod_apply hmeas, lintegral_congr hs,
    lintegral_indicator measurableSet_Icc, ← ofReal_integral_eq_lintegral_ofReal hint hnn,
    integral_Icc_eq_integral_Ioc, ← intervalIntegral.integral_of_le (by linarith),
    slice_integral h]

/-- The function `1 - χ₁ - χ₂` equals `-1` exactly on the lens. -/
theorem interstitial_eq_neg_one_iff (p : ℝ × ℂ) :
    interstitial R d p = -1 ↔ p ∈ lens R d := by
  unfold interstitial lens
  by_cases h1 : p ∈ muffinTin R (-(d / 2)) <;> by_cases h2 : p ∈ muffinTin R (d / 2) <;>
    norm_num [Set.indicator, Set.mem_inter_iff, h1, h2]

/-- For `0 ≤ d < 2R`, the region where `1 - χ₁ - χ₂` equals `-1` has the volume
`π (4R + d) (2R - d)² / 12`, and this number is positive. -/
theorem volume_interstitial_eq_neg_one (hd : 0 ≤ d) (h : d < 2 * R) :
    volume {p | interstitial R d p = -1} =
      ENNReal.ofReal (π * (4 * R + d) * (2 * R - d) ^ 2 / 12) ∧
    0 < π * (4 * R + d) * (2 * R - d) ^ 2 / 12 := by
  have hset : {p | interstitial R d p = -1} = lens R d :=
    Set.ext fun p => interstitial_eq_neg_one_iff p
  have h1 : 0 < 4 * R + d := by linarith
  have h2 : 0 < 2 * R - d := by linarith
  exact ⟨by rw [hset, lens_volume hd h.le], by positivity⟩

/-- For `R, d ≥ 0`, the function `1 - χ₁ - χ₂` takes the value `-1` somewhere if and only if
`d ≤ 2R`. -/
theorem exists_interstitial_eq_neg_one_iff (hR : 0 ≤ R) (hd : 0 ≤ d) :
    (∃ p, interstitial R d p = -1) ↔ d ≤ 2 * R := by
  constructor
  · rintro ⟨p, hp⟩
    have hx := abs_le_of_mem_lens hR hd ((interstitial_eq_neg_one_iff p).mp hp)
    linarith [abs_nonneg p.1]
  · intro h
    -- the midpoint between the centres lies in both balls
    refine ⟨(0, 0), (interstitial_eq_neg_one_iff _).mpr ((mem_lens_iff hd _).mpr ?_)⟩
    simp only [abs_zero, norm_zero]
    nlinarith

end

end MuffinTinOverlap
```

```lean
#print axioms MuffinTinOverlap.volume_interstitial_eq_neg_one
#print axioms MuffinTinOverlap.exists_interstitial_eq_neg_one_iff
```

```
'MuffinTinOverlap.volume_interstitial_eq_neg_one' depends on axioms: [propext, Classical.choice, Quot.sound]
'MuffinTinOverlap.exists_interstitial_eq_neg_one_iff' depends on axioms: [propext, Classical.choice, Quot.sound]
```

## Two balls on an axis and the function 1 − χ₁ − χ₂

In augmented-plane-wave methods, space is divided into atom-centred balls, where the basis functions are atomic-like, and the interstitial region between them, where they are plane waves. Let R be the radius of two such balls and d the distance between their centres, which lie at −d/2 and d/2 on an axis. Let χ₁ and χ₂ be the functions that are 1 on the first and second ball respectively and 0 elsewhere. If the balls are disjoint, 1 − χ₁ − χ₂ is 1 in the interstitial region and 0 in the balls.

The file describes a point of space by a pair (x, w) in `ℝ × ℂ`. The real number x is the coordinate along the axis, and w = y + iz holds the two transverse coordinates, so that |w|² = y² + z². The set `muffinTin R c` consists of the points with

(x − c)² + |w|² ≤ R²,

which is the closed Euclidean ball of radius R about the point c on the axis, for R ≥ 0. The inequality is written out because Mathlib's own distance on a product such as `ℝ × ℂ` is the larger of the two component distances, and its balls would be cylinders.

The intersection of the two balls is `lens R d`, its cross-section in the plane at x is `slice R d x`, and `interstitial R d` is 1 − χ₁ − χ₂.

## What the theorems say about the lens

The theorem `interstitial_eq_neg_one_iff` says that 1 − χ₁ − χ₂ equals −1 at a point if and only if the point lies in the lens. It needs no condition on R or d.

The theorem `slice_eq_disc` describes the cross-sections. For d ≥ 0 and |x| ≤ R − d/2, the number R² − (|x| + d/2)² is nonnegative, and the slice at x is the closed disc about the axis with this squared radius. At the two ends, where |x| = R − d/2, the disc is a single point. By `slice_area` the area of the disc is π times the squared radius, and by `slice_integral` these areas integrate along the axis to

V = π(4R + d)(2R − d)²/12.

The main statement, `volume_interstitial_eq_neg_one`, assumes 0 ≤ d < 2R. It says that the set where the function is −1 has volume V, and that V > 0. Here `volume` is Lebesgue measure on three-dimensional space, and its values are nonnegative numbers or infinity. The conversion `ENNReal.ofReal` carries a real number into that range and sends negative numbers to zero, so the separate statement V > 0 confirms that nothing has been cut off. The case d = 0 is included: the balls then coincide, and V is the full ball volume 4πR³/3.

Finally, `exists_interstitial_eq_neg_one_iff` says that for R, d ≥ 0 the value −1 occurs somewhere if and only if d ≤ 2R. Equality belongs on this side because the balls are closed: two touching balls share one point, and by `lens_volume` the lens then has volume zero. The condition R ≥ 0 excludes cases such as R = −1, d = 0. The definition of the ball sees only R², so the value −1 does occur there, although d ≤ 2R fails.

## What the double subtraction does to an interstitial integral

The correct interstitial function is 1 outside both balls and 0 in their union. The function 1 − χ₁ − χ₂ differs from it only on the lens, where it is lower by 1. For 0 ≤ d ≤ 2R, the integral of 1 − χ₁ − χ₂ over a bounded region that contains both balls is therefore smaller by V than the volume of the interstitial part of that region. For a function f that is integrable over space, using 1 − χ₁ − χ₂ in place of the correct interstitial function changes the interstitial integral of f by minus the integral of f over the lens.

The model has two balls of the same radius in infinite space. It does not treat unequal radii, periodic images or points shared by three or more balls, nor the truncated Fourier series by which a step function may be represented in a program.

## The farther centre decides membership

A point lies in the lens when it is within R of both centres. The two squared distances differ by

(x + d/2)² − (x − d/2)² = 2xd.

For x ≥ 0 and d ≥ 0 this is nonnegative, so the centre at −d/2 is at least as far away as the other, and the condition for that centre implies the condition for the nearer one. For x ≤ 0 the roles are exchanged. In both cases the larger axial separation is |x| + d/2, and the point lies in the lens if and only if

(|x| + d/2)² + |w|² ≤ R².

This is `mem_lens_iff`. Its proof splits on the sign of x with `le_total`, replaces |x| by x or −x, and gives `nlinarith` the sign of the product xd (or −xd) as `hm`, which is what the comparison of the two squares requires.

The extent of the lens follows. If |x| + d/2 were greater than R, with R ≥ 0, its square would exceed R², and adding |w|² ≥ 0 could not repair the inequality. Hence |x| ≤ R − d/2 on the lens, which is `abs_le_of_mem_lens`, proved by the same contradiction.

## Discs and their areas

Fix x with |x| ≤ R − d/2. Then 0 ≤ |x| + d/2 ≤ R, and squaring gives R² − (|x| + d/2)² ≥ 0. The membership condition becomes

|w|² ≤ R² − (|x| + d/2)²,

which describes a disc about w = 0. The proof of `slice_eq_disc` obtains the sign first, as `h0`. It then compares the slice with Mathlib's `Metric.closedBall` point by point. That ball is specified by its radius, a square root, so the step `sq_le_sq₀` passes to squares and `Real.sq_sqrt h0` removes the root. The area π(R² − (|x| + d/2)²) in `slice_area` then comes from Mathlib's formula for the area of a disc in the complex plane.

## The integral along the axis

Write a = R − d/2, which is nonnegative for d ≤ 2R. The integrand depends on x only through |x|, so the halves of the interval from −a to a contribute equally:

∫₋ₐᵃ π(R² − (|x| + d/2)²) dx = 2 ∫₀ᵃ π(R² − (x + d/2)²) dx.

On the right half an antiderivative is

F(x) = π(R²x − (x + d/2)³/3).

Since a + d/2 = R, its values at the ends are

F(a) = π(R²(R − d/2) − R³/3),

F(0) = −πd³/24.

Therefore

2(F(a) − F(0)) = 2π(2R³/3 − R²d/2 + d³/24) = π(16R³ − 12R²d + d³)/12.

Expanding the product

(4R + d)(2R − d)² = (4R + d)(4R² − 4Rd + d²) = 16R³ − 12R²d + d³

shows that the integral is V.

In `slice_integral`, `hneg` is the reflection x → −x, `hpos` removes the absolute value on the right half, and `hF` verifies the derivative of F. The integral is split at 0, the fundamental theorem of calculus evaluates it, and the final `ring` performs the polynomial algebra above.

## From slice areas to the volume

By Tonelli's theorem, the volume of a measurable set in space is the integral of the areas of its slices. For the lens with 0 ≤ d ≤ 2R, the slice is the disc found above when |x| ≤ a and is empty otherwise, so the volume is the integral just computed.

The proof of `lens_volume` supplies what this argument needs. The balls are closed and hence measurable, which gives `hmeas` for their intersection. The statement `hs` records the slice area for every x: the disc area inside the interval and zero outside it, where `abs_le_of_mem_lens` shows that the slice is empty. Tonelli's theorem enters as `Measure.prod_apply`. It yields an integral with values in the extended nonnegative numbers, and `hint` and `hnn`, which state that the area function is integrable and nonnegative on the interval, turn that into the ordinary integral of `slice_integral`.

## Identifying the region and testing for overlap

It remains to tabulate 1 − χ₁ − χ₂. At a point in neither ball it is 1 − 0 − 0 = 1, in exactly one ball it is 1 − 1 = 0, and in both it is 1 − 1 − 1 = −1. Only the last case gives −1. The proof of `interstitial_eq_neg_one_iff` makes the same four-way distinction, with two uses of `by_cases`, and `norm_num` evaluates each case.

The main theorem replaces the set where the function is −1 by the lens and applies `lens_volume`. For positivity, d ≥ 0 and d < 2R give R > 0, hence 4R + d > 0 and 2R − d > 0, and every factor of V is positive.

For the overlap criterion, suppose that the value −1 occurs at some point. The point lies in the lens, so 0 ≤ |x| ≤ R − d/2, and d ≤ 2R follows. Conversely, if 0 ≤ d ≤ 2R, the midpoint between the centres has x = 0 and w = 0. The membership condition there reads (d/2)² ≤ R², which is true, so the function is −1 at the midpoint. The Lean proof uses this same point, `(0, 0)`.
